# Double roots of a two-level coupled-cluster equation and the exceptional point

Let $b$ and $D$ be nonzero real numbers and $z$ a complex number. The amplitude equation $zb + Dt - zb\,t^2 = 0$ for the complex unknown $t$ has a double root if and only if $z^2 = -D^2/(4b^2)$. At such a root $t^2 = -1$, and the matrix

$$H(z) = \begin{pmatrix} 0 & zb \\ zb & D \end{pmatrix}$$

is not diagonalizable; at every other $z$ it is. In this two-level, one-amplitude model of electronic structure, where coupled cluster is exact and nothing is truncated, the two amplitude solutions therefore merge at exactly the coupling strengths where the Hamiltonian loses an eigenvector. The prose abbreviates $c = zb$ and $\Delta = D^2 + 4c^2$; Lean writes both out.

## The objects

```lean
import Mathlib

open Matrix

namespace TwoLevelCoupledCluster

noncomputable section
```

These lines load Mathlib and allow short names for matrix operations.

```lean
/-- Two-level Hamiltonian with gap `D` and coupling `b` scaled by the complex parameter `z`. -/
def hamiltonian (b D : ℝ) (z : ℂ) : Matrix (Fin 2) (Fin 2) ℂ :=
  !![0, z * b; z * b, D]
```

`Fin 2` is the index set $\{0, 1\}$, so `Matrix (Fin 2) (Fin 2) ℂ` is a complex $2\times2$ matrix, and `!![0, z * b; z * b, D]` lists its rows, separated by a semicolon. Index 0 is the reference state $|0\rangle$, whose energy is the zero of the scale, and index 1 is the excited state $|1\rangle$ at energy $D$. Thus $H(z) = H_0 + zV$ with $H_0 = \mathrm{diag}(0, D)$ and $V$ the coupling $b$ between the two states. Both off-diagonal entries are $zb$, with no complex conjugate: $H(z)$ is complex symmetric, and for $b \neq 0$ it is Hermitian only when $z$ is real.

```lean
/-- Cluster operator `T = t |1⟩⟨0|` with amplitude `t`. -/
def cluster (t : ℂ) : Matrix (Fin 2) (Fin 2) ℂ :=
  !![0, 0; t, 0]
```

The only nonzero entry sits in row 1, column 0, so $T = t\,|1\rangle\langle 0|$ excites the reference with amplitude $t$.

```lean
/-- Transformed Hamiltonian `(1 - T) H (1 + T)`. -/
def hbar (b D : ℝ) (z t : ℂ) : Matrix (Fin 2) (Fin 2) ℂ :=
  (1 - cluster t) * hamiltonian b D z * (1 + cluster t)
```

This is $\bar H = (1 - T)H(1 + T)$, where `1` is the unit matrix. Since $T^2 = 0$, the series for $e^{\pm T}$ stop at $1 \pm T$, and $\bar H$ is the usual $e^{-T}He^{T}$. The file takes the terminated form as its definition and contains no matrix exponential.

```lean
/-- Amplitude residual `z b + D t - z b t²`. -/
def residual (b D : ℝ) (z t : ℂ) : ℂ :=
  z * b + D * t - z * b * t ^ 2
```

The residual is $r(t) = c + Dt - ct^2$. With its last argument left off, `residual b D z` is the function $t \mapsto r(t)$.

```lean
/-- `t` is a double root of `f` when both `f` and its derivative vanish at `t`. -/
def IsDoubleRoot (f : ℂ → ℂ) (t : ℂ) : Prop :=
  f t = 0 ∧ HasDerivAt f 0 t
```

The type `Prop` marks a statement, and `∧` is "and". `HasDerivAt f 0 t` says that $f$ is complex differentiable at $t$ with $f'(t) = 0$. A double root is a point with $f(t) = 0$ and $f'(t) = 0$; by this definition every point is a double root of the zero function.

```lean
/-- A matrix `A` is diagonalizable when `A P = P diag(d)` for some nonsingular `P`. -/
def Diagonalizable (A : Matrix (Fin 2) (Fin 2) ℂ) : Prop :=
  ∃ (P : Matrix (Fin 2) (Fin 2) ℂ) (d : Fin 2 → ℂ), P.det ≠ 0 ∧ A * P = P * diagonal d
```

A matrix $A$ is diagonalizable if there are a matrix $P$ and numbers $d_0, d_1$ with $\det P \neq 0$ and $AP = P\,\mathrm{diag}(d_0, d_1)$. Column $j$ of this equation says that column $j$ of $P$ is mapped to $d_j$ times itself. Neither unitarity of $P$ nor real $d_j$ is required. Writing the definition without an inverse invites one slip: if the clause `P.det ≠ 0` is forgotten, $P = 0$ satisfies the equation for every $A$, all matrices count as diagonalizable, and the non-diagonalizability theorem becomes false.

## The amplitude equation

```lean
/-- The cluster operator squares to zero; the element `⟨1|H̄|0⟩` is the amplitude residual
and `⟨0|H̄|0⟩` equals `z b t`. -/
theorem hbar_projections (b D : ℝ) (z t : ℂ) :
    cluster t * cluster t = 0 ∧ hbar b D z t 1 0 = residual b D z t ∧
      hbar b D z t 0 0 = z * b * t := by
  refine ⟨?_, ?_, ?_⟩
  · ext i j
    fin_cases i <;> fin_cases j <;> simp [cluster, mul_apply, Fin.sum_univ_two]
  · simp [hbar, cluster, hamiltonian, residual, mul_apply, Fin.sum_univ_two]
    ring
  · simp [hbar, cluster, hamiltonian, mul_apply, Fin.sum_univ_two]
```

`hbar b D z t 1 0` is the entry in row 1, column 0, that is $\langle 1|\bar H|0\rangle$. The theorem states $T^2 = 0$, $\langle 1|\bar H|0\rangle = r(t)$ and $\langle 0|\bar H|0\rangle = ct$. By hand,

$$H(1+T) = \begin{pmatrix} ct & c \\ c + Dt & D \end{pmatrix}, \qquad \bar H = \begin{pmatrix} ct & c \\ c + Dt - ct^2 & D - ct \end{pmatrix},$$

because multiplying by $1 - T$ from the left subtracts $t$ times row 0 from row 1. So $r(t) = 0$ is the projected amplitude equation and $E = ct$ is the coupled-cluster energy. In the proof, `refine ⟨?_, ?_, ?_⟩` splits the three claims, `ext i j` with `fin_cases` runs through the four matrix entries, `simp` multiplies out, and `ring` compares polynomials.

```lean
/-- The amplitude `t` solves the amplitude equation exactly when `H (1, t) = z b t (1, t)`. -/
theorem residual_eq_zero_iff_eigenvector (b D : ℝ) (z t : ℂ) :
    residual b D z t = 0 ↔ hamiltonian b D z *ᵥ ![1, t] = (z * b * t) • ![1, t] := by
  unfold residual
  constructor
  · intro h
    ext i
    fin_cases i <;> simp [hamiltonian, mulVec, dotProduct, Fin.sum_univ_two]
    linear_combination h
  · intro h
    have h1 : z * b + D * t = z * b * t * t := by
      simpa [hamiltonian, mulVec, dotProduct, Fin.sum_univ_two] using congrFun h 1
    linear_combination h1
```

`![1, t]` is the vector $(1, t) = (1 + T)|0\rangle$, `*ᵥ` applies a matrix to a vector, `•` is multiplication by a number, and `↔` is "if and only if". By hand, $H(1,t) = (ct,\; c + Dt)$, to be compared with $ct\,(1,t) = (ct,\; ct^2)$. Component 0 agrees for every $t$, and component 1 agrees exactly when $r(t) = 0$. The vector is in intermediate normalisation; the unit vector is $(1,t)/\sqrt{1 + |t|^2}$. An eigenvector with no component on $|0\rangle$ is not of this form.

```lean
/-- The derivative of the residual with respect to the amplitude is `D - 2 z b t`. -/
theorem hasDerivAt_residual (b D : ℝ) (z t : ℂ) :
    HasDerivAt (residual b D z) (D - 2 * (z * b) * t) t := by
  have h := (((hasDerivAt_id' t).const_mul (D : ℂ)).const_add (z * b)).fun_sub
    ((hasDerivAt_pow 2 t).const_mul (z * b))
  exact h.congr_deriv (by ring1)
```

This states $r'(t) = D - 2ct$. The proof assembles the derivative term by term from the rules for $t$, for $t^2$, for constant factors and for differences, and `congr_deriv` brings the result to the stated form.

```lean
/-- For `b ≠ 0` the condition `z² = -D²/(4b²)` is the vanishing of `D² + 4 (z b)²`. -/
theorem branch_point_iff (b D : ℝ) (z : ℂ) (hb : b ≠ 0) :
    z ^ 2 = -(D : ℂ) ^ 2 / (4 * (b : ℂ) ^ 2) ↔ (D : ℂ) ^ 2 + 4 * (z * b) ^ 2 = 0 := by
  have hb' : (b : ℂ) ≠ 0 := Complex.ofReal_ne_zero.mpr hb
  rw [eq_div_iff (mul_ne_zero (by norm_num) (pow_ne_zero 2 hb'))]
  constructor <;> intro h <;> linear_combination h
```

`hb : b ≠ 0` is a named hypothesis, and `(D : ℂ)` is $D$ regarded as a complex number. The minus sign applies after the power, so the right side is $-D^2/(4b^2)$. Multiplying by $4b^2 \neq 0$, which is the step `eq_div_iff`, gives $4z^2b^2 = -D^2$, that is $\Delta = 0$. Here `hb` matters because Lean sets $x/0 = 0$: for $b = 0$, $D \neq 0$ the left statement would hold at $z = 0$ while $\Delta = D^2 \neq 0$.

## The double root

```lean
/-- For nonzero `b` and `D` the amplitude equation has a double root if and only if
`z² = -D²/(4b²)`. -/
theorem exists_doubleRoot_iff (b D : ℝ) (z : ℂ) (hb : b ≠ 0) (hD : D ≠ 0) :
    (∃ t, IsDoubleRoot (residual b D z) t) ↔ z ^ 2 = -(D : ℂ) ^ 2 / (4 * (b : ℂ) ^ 2) := by
  have hD' : (D : ℂ) ≠ 0 := Complex.ofReal_ne_zero.mpr hD
  rw [branch_point_iff b D z hb]
  constructor
  · rintro ⟨t, h0, h1⟩
    have h2 := (hasDerivAt_residual b D z t).unique h1
    unfold residual at h0
    -- 4 z b r = D² + 4 (z b)² - r'²
    linear_combination 4 * (z * b) * h0 + (D - 2 * (z * b) * t) * h2
  · intro h
    have hc : z * b ≠ 0 := by
      intro hc
      apply pow_ne_zero 2 hD'
      linear_combination h - 4 * (z * b) * hc
    obtain ⟨t, ht⟩ : ∃ t : ℂ, 2 * (z * b) * t = D :=
      ⟨D / (2 * (z * b)), mul_div_cancel₀ _ (mul_ne_zero two_ne_zero hc)⟩
    refine ⟨t, ?_, (hasDerivAt_residual b D z t).congr_deriv (by linear_combination -ht)⟩
    apply mul_left_cancel₀ hc
    unfold residual
    linear_combination (1 / 4) * h + (1 / 4) * (D - 2 * (z * b) * t) * ht
```

For $b, D \neq 0$, a double root exists if and only if $z^2 = -D^2/(4b^2)$. No assumption $z \neq 0$ appears; with $D \neq 0$ the condition itself excludes $z = 0$. The argument rests on one identity. Adding

$$4c\,r(t) = 4c^2 + 4cDt - 4c^2t^2, \qquad r'(t)^2 = D^2 - 4cDt + 4c^2t^2$$

gives $4c\,r(t) + r'(t)^2 = \Delta$ for all $t$. If $r(t) = r'(t) = 0$, then $\Delta = 0$. Conversely, let $\Delta = 0$. Then $c \neq 0$, since $c = 0$ would give $D^2 = 0$. Choosing $t = D/(2c)$ makes $r'(t) = 0$, the identity gives $4c\,r(t) = 0$, and cancelling $c$ gives $r(t) = 0$.

In Lean, `rintro ⟨t, h0, h1⟩` names the root and its two properties. The function now has two derivative statements at $t$, one with value $D - 2ct$ and one with value $0$, and `.unique` equates them to give `h2`, the equation $D - 2ct = 0$. The fact `hc` is $c \neq 0$, and `mul_left_cancel₀ hc` replaces the goal $r = 0$ by $c\,r = c \cdot 0$.

The tactic that carries the file is `linear_combination`. Given equations $l_k = m_k$, coefficients $a_k$ and a goal $L = M$, it checks that $L - M - \sum_k a_k(l_k - m_k)$ is zero as a polynomial identity. The coefficients may contain the variables. In the forward direction the goal is $\Delta = 0$, and `4 * (z * b) * h0 + (D - 2 * (z * b) * t) * h2` multiplies $r = 0$ by $4c$ and $r' = 0$ by $r'$; the check is then the identity above. The tactic does not use the information that a quantity is nonzero. For this reason each division by hand appears as a separate cancellation step, and $t$ enters through the equation $2ct = D$ and not as a fraction.

```lean
/-- For `D ≠ 0` a double root satisfies `t² = -1` and `2 z b t = D`, and the residual
factorizes as `-z b (s - t)²`. -/
theorem doubleRoot_properties (b D : ℝ) (z t : ℂ) (hD : D ≠ 0)
    (h : IsDoubleRoot (residual b D z) t) :
    t ^ 2 = -1 ∧ 2 * (z * b) * t = D ∧ ∀ s, residual b D z s = -(z * b) * (s - t) ^ 2 := by
  have hD' : (D : ℂ) ≠ 0 := Complex.ofReal_ne_zero.mpr hD
  obtain ⟨h0, h1⟩ := h
  have h2 := (hasDerivAt_residual b D z t).unique h1
  unfold residual at h0
  have hc : z * b ≠ 0 := by
    intro hc
    apply hD'
    linear_combination h2 + 2 * t * hc
  refine ⟨?_, by linear_combination -h2, fun s => ?_⟩
  · apply mul_left_cancel₀ hc
    linear_combination h0 - t * h2
  · unfold residual
    linear_combination h0 + (s - t) * h2
```

For $D \neq 0$, any double root satisfies $t^2 = -1$ and $2ct = D$, and $r(s) = -c\,(s - t)^2$ for all complex $s$. No hypothesis on $b$ is needed, since $c = 0$ would turn $r'(t) = 0$ into $D = 0$. By hand,

$$r(t) - t\,r'(t) = c + Dt - ct^2 - Dt + 2ct^2 = c\,(1 + t^2),$$

so $1 + t^2 = 0$ after cancelling $c$; this is `h0 - t * h2`. The factorisation is the terminating Taylor expansion $r(s) = r(t) + (s - t)\,r'(t) - c\,(s - t)^2$, which is `h0 + (s - t) * h2`. Since $t = \pm i$, the unit eigenvector is $(1, t)/\sqrt2$, with weight $1/2$ on each state, and the energy $ct$ equals $D/2$.

The hypothesis $D \neq 0$ is needed. Take $D = 0$, $b = 1$, $z = 0$. The residual vanishes identically, so $t = 0$ is a double root, and $t^2 = 0 \neq -1$. The condition $z^2 = -D^2/(4b^2)$ holds as well, yet $H = 0$ is diagonal, so the two diagonalizability theorems also fail without `hD`. This point is an ordinary degeneracy with two independent eigenvectors.

```lean
/-- For `z b ≠ 0` and `D² + 4 (z b)² ≠ 0` the amplitude equation has exactly two distinct
solutions, and their product is `-1`. -/
theorem two_solutions (b D : ℝ) (z : ℂ) (hc : z * b ≠ 0)
    (h : (D : ℂ) ^ 2 + 4 * (z * b) ^ 2 ≠ 0) :
    ∃ t₁ t₂ : ℂ, t₁ ≠ t₂ ∧ t₁ * t₂ = -1 ∧ ∀ t, residual b D z t = 0 ↔ t = t₁ ∨ t = t₂ := by
  obtain ⟨s, hs⟩ := IsAlgClosed.exists_eq_mul_self ((D : ℂ) ^ 2 + 4 * (z * b) ^ 2)
  have h2c : 2 * (z * b) ≠ 0 := mul_ne_zero two_ne_zero hc
  obtain ⟨t₁, h1⟩ : ∃ t : ℂ, 2 * (z * b) * t = D + s := ⟨_, mul_div_cancel₀ _ h2c⟩
  obtain ⟨t₂, h2⟩ : ∃ t : ℂ, 2 * (z * b) * t = D - s := ⟨_, mul_div_cancel₀ _ h2c⟩
  have hp : t₁ * t₂ = -1 := by
    apply mul_left_cancel₀ (mul_ne_zero h2c h2c)
    linear_combination (2 * (z * b) * t₂) * h1 + (D + s) * h2 + hs
  refine ⟨t₁, t₂, fun he => h ?_, hp, fun t => ?_⟩
  · have hs0 : s = 0 := by linear_combination (1 / 2) * (h2 - h1) + (z * b) * he
    rw [hs, hs0, mul_zero]
  · have hf : residual b D z t = -(z * b) * ((t - t₁) * (t - t₂)) := by
      unfold residual
      linear_combination (z * b) * hp - (t / 2) * (h1 + h2)
    rw [hf, mul_eq_zero, mul_eq_zero, sub_eq_zero, sub_eq_zero, neg_eq_zero]
    exact or_iff_right hc
```

For $c \neq 0$ and $\Delta \neq 0$ there are $t_1 \neq t_2$ with $t_1t_2 = -1$ such that $r(t) = 0$ exactly when $t = t_1$ or $t = t_2$ (`∨` is "or"). The gap $D$ may vanish here. By hand, pick $s$ with $s^2 = \Delta$ and define $2ct_1 = D + s$, $2ct_2 = D - s$. The product gives $4c^2t_1t_2 = D^2 - s^2 = -4c^2$, hence $t_1t_2 = -1$. The sum gives $c\,(t_1 + t_2) = D$. Therefore

$$-c\,(t - t_1)(t - t_2) = -ct^2 + c\,(t_1 + t_2)\,t - c\,t_1t_2 = r(t),$$

which is `hf`. If $t_1 = t_2$ then $s = 0$ and $\Delta = 0$, against the hypothesis. The square root comes from `IsAlgClosed.exists_eq_mul_self`, which supplies some $s$ without fixing a branch, so the theorem does not say which solution belongs to the ground state.

## The exceptional point

```lean
/-- For nonzero `b` and `D` the Hamiltonian at `z² = -D²/(4b²)` is not diagonalizable. -/
theorem not_diagonalizable (b D : ℝ) (z : ℂ) (hb : b ≠ 0) (hD : D ≠ 0)
    (hz : z ^ 2 = -(D : ℂ) ^ 2 / (4 * (b : ℂ) ^ 2)) :
    ¬ Diagonalizable (hamiltonian b D z) := by
  have hD' : (D : ℂ) ≠ 0 := Complex.ofReal_ne_zero.mpr hD
  rw [branch_point_iff b D z hb] at hz
  have hc : z * b ≠ 0 := by
    intro hc
    apply pow_ne_zero 2 hD'
    linear_combination hz - 4 * (z * b) * hc
  rintro ⟨P, d, hdet, hP⟩
  -- every column of P lies on the line 2 z b y = D x
  have col : ∀ j, 2 * (z * b) * P 1 j - D * P 0 j = 0 := by
    intro j
    have e0 := congrFun (congrFun hP 0) j
    have e1 := congrFun (congrFun hP 1) j
    rw [mul_diagonal, mul_apply, Fin.sum_univ_two] at e0 e1
    have h1 : z * b * P 1 j = P 0 j * d j := by simpa [hamiltonian] using e0
    have h2 : z * b * P 0 j + D * P 1 j = P 1 j * d j := by simpa [hamiltonian] using e1
    apply pow_eq_zero_iff (two_ne_zero) |>.mp
    linear_combination (P 0 j) ^ 2 * hz + 4 * (z * b) * P 1 j * h1 - 4 * (z * b) * P 0 j * h2
  apply hdet
  rw [det_fin_two]
  apply mul_left_cancel₀ hc
  linear_combination (P 0 0 / 2) * col 1 - (P 0 1 / 2) * col 0
```

For $b, D \neq 0$ and $z^2 = -D^2/(4b^2)$, $H(z)$ is not diagonalizable (`¬` is "not"). Suppose $P$ and $d$ exist, and write $x = P_{0j}$, $y = P_{1j}$ for column $j$. The two rows of $HP = P\,\mathrm{diag}(d)$ read $cy = x\,d_j$ and $cx + Dy = y\,d_j$; these are `h1` and `h2`. Multiplying the first by $y$, the second by $x$, and subtracting removes $d_j$: $cy^2 - cx^2 - Dxy = 0$. Then

$$(2cy - Dx)^2 = \Delta\,x^2 + 4c\,(cy^2 - cx^2 - Dxy) = 0,$$

so $2cy = Dx$ in each column, which is `col`. Finally

$$c \det P = \tfrac12 P_{00}\,(2cP_{11} - DP_{01}) - \tfrac12 P_{01}\,(2cP_{10} - DP_{00}) = 0,$$

and $c \neq 0$ gives $\det P = 0$, a contradiction. "Exceptional point" is meant here in the algebraic sense of a matrix without an eigenbasis; how the eigenvalues exchange when $z$ circles the point is not treated.

A small instance is $b = 1$, $D = 2$, $z = i$. Then $t = D/(2c) = -i$, and $H\,(1, -i) = (1, -i)$ with energy $1 = D/2$. The matrix $H - 1$ has rows $(-1, i)$ and $(i, 1)$; it is nonzero and its square vanishes.

```lean
/-- For nonzero `b` and `D` the Hamiltonian is diagonalizable if and only if the amplitude
equation has no double root. -/
theorem diagonalizable_iff (b D : ℝ) (z : ℂ) (hb : b ≠ 0) (hD : D ≠ 0) :
    Diagonalizable (hamiltonian b D z) ↔ ¬ ∃ t, IsDoubleRoot (residual b D z) t := by
  rw [exists_doubleRoot_iff b D z hb hD]
  refine ⟨fun h hz => not_diagonalizable b D z hb hD hz h, fun h => ?_⟩
  rw [branch_point_iff b D z hb] at h
  by_cases hc : z * b = 0
  · -- uncoupled case: H is already diagonal
    refine ⟨1, ![0, D], by simp, ?_⟩
    rw [Matrix.mul_one, Matrix.one_mul, hamiltonian, hc]
    ext i j
    fin_cases i <;> fin_cases j <;> simp
  · -- the two amplitude solutions supply the columns of P
    obtain ⟨t₁, t₂, hne, -, hr⟩ := two_solutions b D z hc h
    have r1 := (hr t₁).mpr (Or.inl rfl)
    have r2 := (hr t₂).mpr (Or.inr rfl)
    unfold residual at r1 r2
    refine ⟨!![1, 1; t₁, t₂], ![z * b * t₁, z * b * t₂], ?_, ?_⟩
    · rw [det_fin_two_of]
      intro h0
      apply hne
      linear_combination -h0
    · ext i j
      rw [mul_diagonal, mul_apply, Fin.sum_univ_two]
      fin_cases i <;> fin_cases j <;> simp [hamiltonian] <;>
        first | linear_combination r1 | linear_combination r2

end

end TwoLevelCoupledCluster
```

For $b, D \neq 0$, $H(z)$ is diagonalizable if and only if the amplitude equation has no double root. The first rewriting turns the right side into $z^2 \neq -D^2/(4b^2)$, and the previous theorem settles one direction. For the other, assume $\Delta \neq 0$ and split on $c$ with `by_cases`. If $c \neq 0$, the two amplitudes supply the columns $(1, t_1)$ and $(1, t_2)$ of $P$, with $d = (ct_1, ct_2)$ and $\det P = t_2 - t_1 \neq 0$. Row 0 of the matrix equation holds identically, and row 1 consists of $r(t_1) = 0$ and $r(t_2) = 0$, the facts `r1` and `r2`.

The case $c = 0$ is the uncoupled limit $z = 0$. There $H = \mathrm{diag}(0, D)$ and $P = 1$ serves. The residual drops to $r(t) = Dt$ with the single simple root $t = 0$, and the second eigenvector $(0, 1)$ has no amplitude. For small $z$ one solution behaves as $-zb/D$ and the other as $D/(zb)$, which diverges while the product stays $-1$. These asymptotic forms, and the fact that the power series in $z$ for the small solution converges for $|z| < |D|/(2|b|)$, the distance to the points $z = \pm iD/(2b)$, are added from ordinary analysis and are not theorems of the file.

```lean
#print axioms TwoLevelCoupledCluster.residual_eq_zero_iff_eigenvector
#print axioms TwoLevelCoupledCluster.doubleRoot_properties
#print axioms TwoLevelCoupledCluster.two_solutions
#print axioms TwoLevelCoupledCluster.diagonalizable_iff
```

```
'TwoLevelCoupledCluster.residual_eq_zero_iff_eigenvector' depends on axioms: [propext, Classical.choice, Quot.sound]
'TwoLevelCoupledCluster.doubleRoot_properties' depends on axioms: [propext, Classical.choice, Quot.sound]
'TwoLevelCoupledCluster.two_solutions' depends on axioms: [propext, Classical.choice, Quot.sound]
'TwoLevelCoupledCluster.diagonalizable_iff' depends on axioms: [propext, Classical.choice, Quot.sound]
```
